# Constant unitary mixing of equally occupied time-dependent Kohn–Sham orbitals gives another solution with the same density

The theorem `unitary_mixing` concerns finitely many orbitals on a finite set of points, the columns of a matrix `Φ t`, which obey φ_k' = −i H(t, ρ(t)) φ_k with a common Hamiltonian matrix that may depend on time and on the instantaneous density. It states that for a constant unitary matrix `U` the columns of `Φ t * U` solve the same equations, with the same density and the same sum of the numbers ⟨φ_k, H φ_k⟩ at all times. The orbitals are not assumed orthonormal, and these numbers are expectation values only for normalised orbitals; nor is H assumed Hermitian. For the equations of motion, the proof differentiates each mixed orbital as a finite sum with constant coefficients, and uses the unchanged density to keep the Hamiltonian the same. The other two claims come from the earlier lemmas on the density and on the sum.

Lean 4 with Mathlib refuses this proof:

```lean
import Mathlib

open Matrix

namespace KohnShamOrbitalMixing

noncomputable section

variable {n ι : Type*} [Fintype n] [Fintype ι]

/-- The density at the point `x`: the sum of `|φ_k(x)|²` over the orbitals, which are the
columns of `Φ`. -/
def density (Φ : Matrix n ι ℂ) (x : n) : ℝ := ∑ k, ‖Φ x k‖ ^ 2

/-- The number `⟨φ_k, A φ_k⟩` for the column `φ_k` of `Φ`; it is the expectation value of `A` if
`φ_k` is normalised. -/
def orbitalEnergy (A : Matrix n n ℂ) (Φ : Matrix n ι ℂ) (k : ι) : ℂ := (Φᴴ * A * Φ) k k

/-- The time-dependent Kohn–Sham equations `φ_k' = -i H(t, ρ(t)) φ_k`, where the common
Hamiltonian may depend on time and on the instantaneous density of the orbitals. -/
def SolvesTDKS (H : ℝ → (n → ℝ) → Matrix n n ℂ) (Φ : ℝ → Matrix n ι ℂ) : Prop :=
  ∀ t x k, HasDerivAt (fun s => Φ s x k)
    (-Complex.I * (H t (density (Φ t)) * Φ t) x k) t

omit [Fintype n] in
/-- The density is the diagonal of the one-particle density matrix `Φ Φ†`. -/
theorem density_eq_diagonal (Φ : Matrix n ι ℂ) (x : n) :
    (density Φ x : ℂ) = (Φ * Φᴴ) x x := by
  simp [density, Matrix.mul_apply, Complex.mul_conj, Complex.normSq_eq_norm_sq]

omit [Fintype n] in
/-- A unitary mixing of the orbitals leaves the density unchanged. -/
theorem density_mix [DecidableEq ι] (Φ : Matrix n ι ℂ) {U : Matrix ι ι ℂ}
    (hU : U ∈ unitaryGroup ι ℂ) : density (Φ * U) = density Φ := by
  have hU' : U * Uᴴ = 1 := mem_unitaryGroup_iff.mp hU
  have e : Φ * U * (Φ * U)ᴴ = Φ * Φᴴ := by
    rw [conjTranspose_mul, Matrix.mul_assoc, ← Matrix.mul_assoc U, hU', Matrix.one_mul]
  funext x
  apply Complex.ofReal_injective
  rw [density_eq_diagonal, density_eq_diagonal, e]

/-- A unitary mixing of the orbitals leaves the sum of the numbers `⟨φ_k, A φ_k⟩` unchanged. -/
theorem sum_orbitalEnergy_mix [DecidableEq ι] (A : Matrix n n ℂ) (Φ : Matrix n ι ℂ)
    {U : Matrix ι ι ℂ} (hU : U ∈ unitaryGroup ι ℂ) :
    ∑ k, orbitalEnergy A (Φ * U) k = ∑ k, orbitalEnergy A Φ k := by
  have hU' : U * Uᴴ = 1 := mem_unitaryGroup_iff.mp hU
  change Matrix.trace ((Φ * U)ᴴ * A * (Φ * U)) = Matrix.trace (Φᴴ * A * Φ)
  have e : (Φ * U)ᴴ * A * (Φ * U) = Uᴴ * (Φᴴ * A * Φ * U) := by
    simp only [conjTranspose_mul, Matrix.mul_assoc]
  rw [e, Matrix.trace_mul_comm, Matrix.mul_assoc, hU', Matrix.mul_one]

/-- Mixing the orbitals by a constant unitary matrix gives another solution of the same
time-dependent Kohn–Sham equations, with the same density and the same sum of the numbers `⟨φ_k, H
φ_k⟩` at all times. -/
theorem unitary_mixing [DecidableEq ι] {H : ℝ → (n → ℝ) → Matrix n n ℂ}
    {Φ : ℝ → Matrix n ι ℂ} (hΦ : SolvesTDKS H Φ) {U : Matrix ι ι ℂ}
    (hU : U ∈ unitaryGroup ι ℂ) :
    SolvesTDKS H (fun t => Φ t * U) ∧
    ∀ t, density (Φ t * U) = density (Φ t) ∧
      ∑ k, orbitalEnergy (H t (density (Φ t * U))) (Φ t * U) k =
        ∑ k, orbitalEnergy (H t (density (Φ t))) (Φ t) k := by
  refine ⟨fun t x k => ?_, fun t => ⟨density_mix _ hU, ?_⟩⟩
  · -- the Hamiltonian is the same because the density is
    have h := HasDerivAt.fun_sum (u := Finset.univ)
      (fun j _ => (hΦ t x j).mul_const (U j k))
    simp only [density_mix _ hU]
    rw [← Matrix.mul_assoc, Matrix.mul_apply, Finset.mul_sum]
    simp only [Matrix.mul_apply _ U, ← mul_assoc]
    exact h
  · rw [density_mix _ hU, sum_orbitalEnergy_mix _ _ hU]

end

end KohnShamOrbitalMixing
```

The compiler's answer:

```
Main.lean:68:15: error: Function expected at
  Matrix.mul_apply
but this term has type
  (?m.148 * ?m.149) ?m.150 ?m.151 = ∑ j, ?m.148 ?m.150 j * ?m.149 j ?m.151

Note: Expected a function because this term is being applied to the argument
  _
```

What went wrong. The message says that `Matrix.mul_apply` was used as a function although it is already an equation. Its matrices and indices are implicit arguments, so it can't take the explicit arguments in `Matrix.mul_apply _ U`. Those arguments would have limited the expansion to products with `U` on the right, leaving `H t (density (Φ t)) * Φ t` unexpanded, as it is in `h`.

The repair gets this selective expansion from stated equations. In `hf`, the entry of `Φ s * U` is written as a sum for every `s`; `Matrix.mul_apply` stands there without arguments, and Lean infers them from the stated equation. In `e`, the derivative is brought to the form it has in `h`: the old `rw` line, moved here, expands the outer product and takes the factor `-Complex.I` into the sum, and `mul_assoc`, reversed by `.symm`, regroups the factors in each term. After `rw [hf, e]` the goal has the form of `h`, and `exact h` closes it.

The change, after which it compiles:

```diff
@@ -65,6 +65,11 @@
       (fun j _ => (hΦ t x j).mul_const (U j k))
     simp only [density_mix _ hU]
-    rw [← Matrix.mul_assoc, Matrix.mul_apply, Finset.mul_sum]
-    simp only [Matrix.mul_apply _ U, ← mul_assoc]
+    have hf : (fun s => (Φ s * U) x k) = fun s => ∑ j, Φ s x j * U j k :=
+      funext fun s => Matrix.mul_apply
+    have e : -Complex.I * (H t (density (Φ t)) * (Φ t * U)) x k =
+        ∑ j, -Complex.I * (H t (density (Φ t)) * Φ t) x j * U j k := by
+      rw [← Matrix.mul_assoc, Matrix.mul_apply, Finset.mul_sum]
+      exact Finset.sum_congr rfl fun j _ => (mul_assoc _ _ _).symm
+    rw [hf, e]
     exact h
   · rw [density_mix _ hU, sum_orbitalEnergy_mix _ _ hU]
```
